# Stationary current through a serial double dot with at most one electron

The double dot is modelled with three states: empty, one electron on the left dot, one electron on the right dot. Leaving out double occupation represents strong Coulomb blockade. The density matrix has populations p0, pL, pR and a complex coherence c between the dots, but no coherence between states of different charge.

Spinless electrons enter the empty double dot on the left at rate gL, leave on the right at rate gR, and tunnel between the dots with real amplitude t at detuning e. The density matrix follows a Lindblad master equation with these processes only, so there is no further source of dephasing. For positive rates, every normalised stationary state of this form carries the current

gR pR = t² gR / D, with D = t²(2 + gR/gL) + gR²/4 + e².

Units have ħ = 1, and the current counts electrons per unit time.

## Three states and one coherence

The indices 0, 1, 2 in Lean stand for empty, left, right. `blockState` is Hermitian by construction, with c in the left-right entry. The two rates are postulated: they stand for tunnelling to leads at a bias large enough that electrons enter only from the left lead and leave only into the right lead. Spin, further levels and the leads themselves are absent.

```lean
import Mathlib

open Matrix

namespace SerialDoubleDot

noncomputable section

/-- Hamiltonian in the basis (empty, left, right): detuning `e` of the left dot and
interdot tunnelling amplitude `t`. -/
def hamiltonian (e t : ℝ) : Matrix (Fin 3) (Fin 3) ℂ :=
  !![0, 0, 0; 0, (e : ℂ), (t : ℂ); 0, (t : ℂ), 0]

/-- Jump operator that puts an electron on the left dot of the empty system. -/
def jumpIn : Matrix (Fin 3) (Fin 3) ℂ := !![0, 0, 0; 1, 0, 0; 0, 0, 0]

/-- Jump operator that removes the electron from the right dot. -/
def jumpOut : Matrix (Fin 3) (Fin 3) ℂ := !![0, 0, 1; 0, 0, 0; 0, 0, 0]

/-- Lindblad dissipator of a jump operator `A` at unit rate. -/
def dissipator (A ρ : Matrix (Fin 3) (Fin 3) ℂ) : Matrix (Fin 3) (Fin 3) ℂ :=
  A * ρ * Aᴴ - (1 / 2 : ℂ) • (Aᴴ * A * ρ + ρ * (Aᴴ * A))

/-- Generator of the master equation: coherent motion, filling of the left dot at rate `gL`
and emptying of the right dot at rate `gR`. -/
def lindblad (gL gR e t : ℝ) (ρ : Matrix (Fin 3) (Fin 3) ℂ) : Matrix (Fin 3) (Fin 3) ℂ :=
  (-Complex.I) • (hamiltonian e t * ρ - ρ * hamiltonian e t)
    + (gL : ℂ) • dissipator jumpIn ρ + (gR : ℂ) • dissipator jumpOut ρ

/-- Hermitian matrix with diagonal entries `p0, pL, pR` and coherence `c` between the dots,
without coherence between different charges. -/
def blockState (p0 pL pR : ℝ) (c : ℂ) : Matrix (Fin 3) (Fin 3) ℂ :=
  !![(p0 : ℂ), 0, 0; 0, (pL : ℂ), c; 0, star c, (pR : ℂ)]
```

The assumed form of the state keeps the equations of motion down to three populations and one complex number. States with coherence between different charges are not covered, and a doubly occupied state would require a larger matrix.

The denominator D is `lineDenominator`, and `doubleDotCurrent` names the closed formula. For positive rates D > 0, because gR²/4 is positive and the other terms are nonnegative.

```lean
/-- The denominator of the current formula. -/
def lineDenominator (gL gR e t : ℝ) : ℝ := t ^ 2 * (2 + gR / gL) + gR ^ 2 / 4 + e ^ 2

/-- The closed formula for the current through the serial double dot. -/
def doubleDotCurrent (gL gR e t : ℝ) : ℝ := t ^ 2 * gR / lineDenominator gL gR e t

/-- For positive rates the denominator of the current formula is positive. -/
theorem lineDenominator_pos {gL gR : ℝ} (hL : 0 < gL) (hR : 0 < gR) (e t : ℝ) :
    0 < lineDenominator gL gR e t := by
  unfold lineDenominator
  positivity
```

## Stationarity

The hypothesis `hstat` says that the generator sends the state to zero, so nothing changes in time. By hand, the commutator term −i[H, ρ] contributes −2t Im c to pL, +2t Im c to pR, and it(pL − pR) − iec to c. Filling moves weight gL p0 from empty to left. Emptying moves gR pR from right to empty and damps c at rate gR/2. Hence

dp0/dt = gR pR − gL p0
dpL/dt = gL p0 − 2t Im c
dpR/dt = 2t Im c − gR pR
dc/dt = it(pL − pR) − (gR/2 + ie)c.

`lindblad_blockState` proves this by computing the adjoints of the jump operators and then comparing all nine matrix entries, real and imaginary parts separately.

```lean
/-- Equations of motion: the generator acts on the populations and the interdot coherence
and creates no coherence between different charges. -/
theorem lindblad_blockState (gL gR e t p0 pL pR : ℝ) (c : ℂ) :
    lindblad gL gR e t (blockState p0 pL pR c) =
      blockState (gR * pR - gL * p0) (gL * p0 - 2 * t * c.im) (2 * t * c.im - gR * pR)
        (Complex.I * t * (pL - pR) - (gR / 2 + Complex.I * e) * c) := by
  -- adjoints of the jump operators and the projectors they generate
  have hin : jumpInᴴ = !![0, 1, 0; 0, 0, 0; 0, 0, 0] := by
    ext i j
    fin_cases i <;> fin_cases j <;> simp [jumpIn, Matrix.conjTranspose_apply]
  have hout : jumpOutᴴ = !![0, 0, 0; 0, 0, 0; 1, 0, 0] := by
    ext i j
    fin_cases i <;> fin_cases j <;> simp [jumpOut, Matrix.conjTranspose_apply]
  have hin2 : jumpInᴴ * jumpIn = !![1, 0, 0; 0, 0, 0; 0, 0, 0] := by
    rw [hin]
    ext i j
    fin_cases i <;> fin_cases j <;> simp [jumpIn, Matrix.mul_apply, Fin.sum_univ_three]
  have hout2 : jumpOutᴴ * jumpOut = !![0, 0, 0; 0, 0, 0; 0, 0, 1] := by
    rw [hout]
    ext i j
    fin_cases i <;> fin_cases j <;> simp [jumpOut, Matrix.mul_apply, Fin.sum_univ_three]
  unfold lindblad dissipator
  rw [hin2, hout2, hin, hout]
  ext i j
  fin_cases i <;> fin_cases j <;> apply Complex.ext <;>
    simp [hamiltonian, jumpIn, jumpOut, blockState] <;> ring
```

Setting the derivatives to zero gives

gL p0 = gR pR
gR pR = 2t Im c
(gR/2 + ie)c = it(pL − pR).

The equation for pL follows from the first two. `stationary_iff_bloch` reads the three equations off the entries (0,0), (2,2) and (1,2), and substitutes them back for the converse.

```lean
/-- A state of the form `blockState` is stationary exactly when the three Bloch equations for the
populations and the interdot coherence hold. -/
theorem stationary_iff_bloch (gL gR e t p0 pL pR : ℝ) (c : ℂ) :
    lindblad gL gR e t (blockState p0 pL pR c) = 0 ↔
      gL * p0 = gR * pR ∧ gR * pR = 2 * t * c.im ∧
        (gR / 2 + Complex.I * e) * c = Complex.I * t * (pL - pR) := by
  rw [lindblad_blockState]
  constructor
  · intro h
    have q := fun i j => congrFun (congrFun h i) j
    have h0 : ((gR * pR - gL * p0 : ℝ) : ℂ) = 0 := q 0 0
    have h2 : ((2 * t * c.im - gR * pR : ℝ) : ℂ) = 0 := q 2 2
    have h3 : Complex.I * t * (pL - pR) - (gR / 2 + Complex.I * e) * c = 0 := q 1 2
    have h0' := Complex.ofReal_eq_zero.mp h0
    have h2' := Complex.ofReal_eq_zero.mp h2
    exact ⟨by linarith, by linarith, (sub_eq_zero.mp h3).symm⟩
  · rintro ⟨h1, h2, h3⟩
    have a : gR * pR - gL * p0 = 0 := by linarith
    have b : gL * p0 - 2 * t * c.im = 0 := by linarith
    have d : 2 * t * c.im - gR * pR = 0 := by linarith
    rw [a, b, d, h3, sub_self]
    ext i j
    fin_cases i <;> fin_cases j <;> simp [blockState]
```

Without stationarity the formula fails. Take gL = gR = t = 1 and e = 0, so that D = 13/4 and the formula gives 4/13. The empty dot, p0 = 1, is normalised, yet its outgoing current is 0.

## Positive rates

Write c = x + iy. The coherence equation splits into

(gR/2)x − ey = 0
(gR/2)y + ex = t(pL − pR).

Multiply the second line by gR/2, the first by e, and subtract:

(gR²/4 + e²)y = (gR/2) t(pL − pR).

Multiplying by 2t and using 2ty = gR pR gives a common factor gR on both sides. Since gR > 0, it cancels:

(gR²/4 + e²)pR = t²(pL − pR).

Since gL > 0, the first stationary equation gives p0 = (gR/gL)pR. In the proof of `stationary_current` below, these three results are `hc`, `hd` and `h0`; `hR` justifies the cancellation and `hL` the division.

If gL = 0, the empty dot is stationary and carries no current. With gR = t = 1 and e = 0, Lean's convention gR/0 = 0 would make the formula read 4/9, so the statement would be false.

## Unit total population

The hypothesis `hnorm`, p0 + pL + pR = 1, says that the probabilities of finding the system empty, with the electron on the left, or with the electron on the right add up to one. It fixes the scale that the linear equations leave open:

pL − pR = 1 − p0 − 2pR = 1 − (2 + gR/gL)pR.

Inserting this into the previous relation gives D pR = t². Multiplying by gR and dividing by D yields the current. The last `linear_combination` performs this substitution.

```lean
/-- For positive rates, every normalised stationary state of the form `blockState` carries the
current `t² gR / (t² (2 + gR/gL) + gR²/4 + e²)` out of the right dot. -/
theorem stationary_current {gL gR e t p0 pL pR : ℝ} {c : ℂ} (hL : 0 < gL) (hR : 0 < gR)
    (hnorm : p0 + pL + pR = 1)
    (hstat : lindblad gL gR e t (blockState p0 pL pR c) = 0) :
    gR * pR = t ^ 2 * gR / (t ^ 2 * (2 + gR / gL) + gR ^ 2 / 4 + e ^ 2) := by
  obtain ⟨h1, h2, h3⟩ := (stationary_iff_bloch gL gR e t p0 pL pR c).mp hstat
  have hre := congrArg Complex.re h3
  have him := congrArg Complex.im h3
  simp at hre him
  -- eliminate the coherence
  have hc : (gR ^ 2 / 4 + e ^ 2) * c.im = gR / 2 * (t * (pL - pR)) := by
    linear_combination (gR / 2) * him - e * hre
  have hd : (gR ^ 2 / 4 + e ^ 2) * pR = t ^ 2 * (pL - pR) := by
    apply mul_left_cancel₀ hR.ne'
    linear_combination (gR ^ 2 / 4 + e ^ 2) * h2 + 2 * t * hc
  -- the empty population follows from current conservation
  have h0 : p0 = gR / gL * pR := by
    field_simp
    linarith
  have hN : t ^ 2 * (2 + gR / gL) + gR ^ 2 / 4 + e ^ 2 ≠ 0 :=
    (lineDenominator_pos hL hR e t).ne'
  rw [eq_div_iff hN]
  linear_combination gR * hd + gR * t ^ 2 * hnorm - gR * t ^ 2 * h0
```

Without normalisation, the zero matrix is stationary and has current 0, against 4/13 for the parameters used above.

Nonnegative populations are not assumed. The hypotheses are nevertheless met by a physical state for all positive rates and all real e and t:

p0 = (gR/gL)t²/D
pL = (t² + gR²/4 + e²)/D
pR = t²/D
c = (te + it gR/2)/D.

The populations add up to 1, and pL pR − |c|² = (t²/D)² ≥ 0. The next theorem checks these properties and the three stationary equations.

```lean
/-- For positive rates, the state with the populations and coherence given here is stationary and
normalised, has nonnegative populations, and its coherence obeys `|c|² ≤ pL pR`. -/
theorem stationary_current_witness {gL gR e t p0 pL pR : ℝ} {c : ℂ}
    (hL : 0 < gL) (hR : 0 < gR)
    (h0 : p0 = gR / gL * t ^ 2 / lineDenominator gL gR e t)
    (h1 : pL = (t ^ 2 + gR ^ 2 / 4 + e ^ 2) / lineDenominator gL gR e t)
    (h2 : pR = t ^ 2 / lineDenominator gL gR e t)
    (hc : c = ⟨t * e / lineDenominator gL gR e t, t * gR / 2 / lineDenominator gL gR e t⟩) :
    lindblad gL gR e t (blockState p0 pL pR c) = 0 ∧ p0 + pL + pR = 1 ∧
      0 ≤ p0 ∧ 0 ≤ pL ∧ 0 ≤ pR ∧ Complex.normSq c ≤ pL * pR := by
  have hN := lineDenominator_pos hL hR e t
  have hsum : gR / gL * t ^ 2 + (t ^ 2 + gR ^ 2 / 4 + e ^ 2) + t ^ 2
      = lineDenominator gL gR e t := by
    unfold lineDenominator
    ring
  obtain ⟨N, hNdef⟩ : ∃ N, N = lineDenominator gL gR e t := ⟨_, rfl⟩
  rw [← hNdef] at h0 h1 h2 hc hN hsum
  have hre : c.re = t * e / N := by rw [hc]
  have him : c.im = t * gR / 2 / N := by rw [hc]
  refine ⟨(stationary_iff_bloch gL gR e t p0 pL pR c).mpr ⟨?_, ?_, ?_⟩, ?_, ?_, ?_, ?_, ?_⟩
  · rw [h0, h2]
    field_simp
  · rw [h2, him]
    ring
  · -- compare real and imaginary parts of the coherence equation
    have r1 : gR / 2 * c.re - e * c.im = 0 := by
      rw [hre, him]
      ring
    have r2 : gR / 2 * c.im + e * c.re = t * (pL - pR) := by
      rw [hre, him, h1, h2]
      ring
    apply Complex.ext <;> simp <;> linarith
  · rw [h0, h1, h2, ← add_div, ← add_div, hsum, div_self hN.ne']
  · rw [h0]
    positivity
  · rw [h1]
    positivity
  · rw [h2]
    positivity
  · have hs : pL * pR = Complex.normSq c + (t ^ 2 / N) ^ 2 := by
      rw [Complex.normSq_apply, hre, him, h1, h2]
      ring
    have := sq_nonneg (t ^ 2 / N)
    linarith
```

## Nonzero tunnelling, needed only for the linewidth

The current formula does not need t ≠ 0: at t = 0 it correctly gives zero. Nor does the upper bound. Multiplying D by gL gR gives

gL gR D = t² gR(2gL + gR) + gL gR(gR²/4 + e²).

The last term is positive, so t² gR(2gL + gR) < gL gR D. Dividing by the positive quantity D(2gL + gR) shows that the current is below gL gR/(2gL + gR). The formula approaches this value as |t| grows at fixed rates and detuning.

```lean
/-- For positive rates and every detuning and tunnelling amplitude, the current stays strictly below
`gL gR / (2 gL + gR)`. -/
theorem current_lt_saturation {gL gR : ℝ} (hL : 0 < gL) (hR : 0 < gR) (e t : ℝ) :
    doubleDotCurrent gL gR e t < gL * gR / (2 * gL + gR) := by
  have hN := lineDenominator_pos hL hR e t
  have h : gL * lineDenominator gL gR e t
      = t ^ 2 * (2 * gL + gR) + gL * (gR ^ 2 / 4 + e ^ 2) := by
    have hg : gL * (gR / gL) = gR := by field_simp
    unfold lineDenominator
    linear_combination t ^ 2 * hg
  have h' : gL * gR * lineDenominator gL gR e t
      = t ^ 2 * gR * (2 * gL + gR) + gR * (gL * (gR ^ 2 / 4 + e ^ 2)) := by
    linear_combination gR * h
  have hpos : 0 < gR * (gL * (gR ^ 2 / 4 + e ^ 2)) := by positivity
  unfold doubleDotCurrent
  rw [div_lt_div_iff₀ hN (by positivity)]
  linarith
```

For the linewidth, put A = t²(2 + gR/gL) + gR²/4. The current is t² gR/(A + e²), and at zero detuning it is t² gR/A. Half the resonant value means

t² gR/(A + e²) = t² gR/(2A).

If t ≠ 0, the nonzero factor t² gR cancels, leaving A + e² = 2A, or e² = A. The proof makes the same cancellation with `hk`.

```lean
/-- For positive rates and nonzero tunnelling, the current is half its value at zero detuning
exactly when `e² = t² (2 + gR/gL) + gR²/4`. -/
theorem half_maximum_iff {gL gR t : ℝ} (hL : 0 < gL) (hR : 0 < gR) (ht : t ≠ 0) (e : ℝ) :
    doubleDotCurrent gL gR e t = doubleDotCurrent gL gR 0 t / 2 ↔
      e ^ 2 = t ^ 2 * (2 + gR / gL) + gR ^ 2 / 4 := by
  have hk : t ^ 2 * gR ≠ 0 := mul_ne_zero (pow_ne_zero 2 ht) hR.ne'
  obtain ⟨A, hA⟩ : ∃ A, A = t ^ 2 * (2 + gR / gL) + gR ^ 2 / 4 := ⟨_, rfl⟩
  have hpos : 0 < A := by
    rw [hA]
    positivity
  have hz : lineDenominator gL gR 0 t = A := by
    rw [hA]
    unfold lineDenominator
    ring
  have he : lineDenominator gL gR e t = A + e ^ 2 := by
    rw [hA]
    unfold lineDenominator
    ring
  have hAe : A + e ^ 2 ≠ 0 := by positivity
  have hA2 : A * 2 ≠ 0 := by positivity
  unfold doubleDotCurrent
  rw [hz, he, ← hA, div_div, div_eq_div_iff hAe hA2]
  constructor
  · intro h
    have := mul_left_cancel₀ hk h
    linarith
  · intro h
    linear_combination (-(t ^ 2 * gR)) * h

end

end SerialDoubleDot
```

At t = 0 the equivalence fails: for gL = gR = 1 and e = 0 both currents vanish, so the half-value condition holds, but e² = 0 differs from A = 1/4.

Within this spinless, large-bias model with one level per dot, the width of the current resonance therefore reflects interdot tunnelling and both lead rates, not the decay rate gR alone.

```lean
#print axioms SerialDoubleDot.stationary_current
#print axioms SerialDoubleDot.current_lt_saturation
#print axioms SerialDoubleDot.half_maximum_iff
```

```
'SerialDoubleDot.stationary_current' depends on axioms: [propext, Classical.choice, Quot.sound]
'SerialDoubleDot.current_lt_saturation' depends on axioms: [propext, Classical.choice, Quot.sound]
'SerialDoubleDot.half_maximum_iff' depends on axioms: [propext, Classical.choice, Quot.sound]
```
